# A finite-basis two-photon spectrum is symmetric and integrable if no intermediate level lies below the initial energy

A: Let \(H\) and \(S\) be finite complex matrices, the Hamiltonian and overlap of the intermediate states, and let \(E\) and \(D>0\) be real. Suppose \(S\) is positive definite and \(H-ES\) positive semidefinite. Write \(M(w)=H-ES+wS\), \(R(w)=M(w)^{-1}\), and for any vectors \(u,v\)
\[P(w)=w^3(D-w)^3\,|A(w)|^2,\qquad A(w)=\langle u,(R(w)+R(D-w))v\rangle .\]
Then \(M(w)\) and \(M(D-w)\) are invertible for \(0<w<D\), \(P(D-w)=P(w)\), and \(P\) is integrable on \((0,D)\), with integral twice that over \((0,D/2)\).

```lean
import Mathlib

open Matrix MeasureTheory Set
open scoped ComplexOrder

namespace TwoPhotonSpectrum

noncomputable section

variable {n : Type*} [Fintype n]
```

Q: Where is the atom in this?

A: \(E\) is the initial energy, \(D\) the energy shared by two emitted photons, and \(w\) the energy of one of them (\(\hbar=1\)). The vectors \(v\) and \(u\) hold the dipole couplings of the basis functions to the initial and final states. The basis may be non-orthogonal, and inner products are conjugate-linear on the left.

```lean
/-- The matrix element `⟨x, M y⟩`, conjugate-linear in `x`. -/
def matrixElement (M : Matrix n n ℂ) (x y : n → ℂ) : ℂ := star x ⬝ᵥ M *ᵥ y

/-- The matrix `H - E S + w S` of the Hamiltonian in a basis with overlap `S`,
shifted by the energy `E` and the photon energy `w`. -/
def shiftedHamiltonian (H S : Matrix n n ℂ) (E w : ℝ) : Matrix n n ℂ :=
  H - (E : ℂ) • S + (w : ℂ) • S
```

Q: The final state lies below \(E\). Doesn't that violate positivity?

A: It would if \(H\) contained it. For 2s → 1s, \(H\) is the p block, and in non-relativistic hydrogen 2p lies exactly at \(E\), which semidefiniteness allows. The condition excludes a real cascade through a lower level. It is assumed, so with a computed \(E\) one must check it against the generalised eigenvalues of \(H\) and \(S\).

Q: With a level at \(E\), \(R(w)\) can diverge as \(w\to0\). What controls it?

A: Positivity, first as a bound on matrix elements. For positive semidefinite \(M\) and \(c=\pm1,\pm i\), expanding on \(x+cy\) gives
\[0\le\langle x,Mx\rangle+2\,\mathrm{Re}(c\langle x,My\rangle)+\langle y,My\rangle .\]
So the real and imaginary parts of \(\langle x,My\rangle\) are each at most half the diagonal sum in size, and \(|\langle x,My\rangle|\le\langle x,Mx\rangle+\langle y,My\rangle\). In `norm_matrixElement_le`, `key` is this expansion and `h1` to `h4` are the four choices of \(c\).

```lean
/-- The diagonal matrix elements of a positive semidefinite matrix have
non-negative real part. -/
theorem matrixElement_nonneg {M : Matrix n n ℂ} (hM : M.PosSemidef) (x : n → ℂ) :
    0 ≤ (matrixElement M x x).re :=
  (Complex.le_def.1 (hM.dotProduct_mulVec_nonneg x)).1

/-- Exchanging the two states conjugates the matrix element of a Hermitian matrix. -/
theorem matrixElement_swap {M : Matrix n n ℂ} (hM : M.IsHermitian) (x y : n → ℂ) :
    matrixElement M y x = star (matrixElement M x y) := by
  unfold matrixElement
  rw [Matrix.star_dotProduct, Matrix.star_mulVec, hM.eq, ← Matrix.dotProduct_mulVec]

/-- For a positive semidefinite matrix, a matrix element between two states is bounded
by the sum of the two diagonal ones. -/
theorem norm_matrixElement_le {M : Matrix n n ℂ} (hM : M.PosSemidef) (x y : n → ℂ) :
    ‖matrixElement M x y‖ ≤ (matrixElement M x x).re + (matrixElement M y y).re := by
  -- positivity on the superposition `x + c y`
  have key : ∀ c : ℂ, 0 ≤ (matrixElement M x x).re + 2 * (c * matrixElement M x y).re
      + Complex.normSq c * (matrixElement M y y).re := by
    intro c
    have h := matrixElement_nonneg hM (x + c • y)
    have e : matrixElement M (x + c • y) (x + c • y) = matrixElement M x x
        + c * matrixElement M x y + star c * matrixElement M y x
        + star c * (c * matrixElement M y y) := by
      simp only [matrixElement, star_add, star_smul, Matrix.mulVec_add, Matrix.mulVec_smul,
        add_dotProduct, dotProduct_add, smul_dotProduct, dotProduct_smul, smul_eq_mul]
      ring
    rw [e, matrixElement_swap hM.isHermitian x y] at h
    simp only [Complex.add_re, Complex.mul_re, Complex.mul_im, Complex.star_def,
      Complex.conj_re, Complex.conj_im] at h
    simp only [Complex.mul_re, Complex.normSq_apply]
    linarith
  have h1 := key 1
  have h2 := key (-1)
  have h3 := key Complex.I
  have h4 := key (-Complex.I)
  simp only [Complex.mul_re, Complex.one_re, Complex.one_im, Complex.neg_re, Complex.neg_im,
    Complex.I_re, Complex.I_im, Complex.normSq_apply] at h1 h2 h3 h4
  have hr : |(matrixElement M x y).re| ≤
      ((matrixElement M x x).re + (matrixElement M y y).re) / 2 :=
    abs_le.2 ⟨by linarith, by linarith⟩
  have hi : |(matrixElement M x y).im| ≤
      ((matrixElement M x x).re + (matrixElement M y y).re) / 2 :=
    abs_le.2 ⟨by linarith, by linarith⟩
  linarith [Complex.norm_le_abs_re_add_abs_im (matrixElement M x y)]
```

Q: And the spectrum itself is the formula above?

A: Yes, without the constant prefactor of the rate. Lean's inverse of a singular matrix is zero, but invertibility is proved throughout \(0<w<D\): a positive semidefinite matrix plus \(w\) times a positive definite one is positive definite.

```lean
variable [DecidableEq n]

/-- The resolvent `R(w) = (H - E S + w S)⁻¹`, meant for `w` at which this matrix is
invertible. -/
def greenMatrix (H S : Matrix n n ℂ) (E w : ℝ) : Matrix n n ℂ :=
  (shiftedHamiltonian H S E w)⁻¹

/-- The two-photon spectrum `w³ (D - w)³ |⟨u, (R(w) + R(D - w)) v⟩|²`, meant for `w` at
which both resolvents exist. -/
def twoPhotonSpectrum (H S : Matrix n n ℂ) (E D : ℝ) (u v : n → ℂ) (w : ℝ) : ℝ :=
  w ^ 3 * (D - w) ^ 3 *
    ‖matrixElement (greenMatrix H S E w + greenMatrix H S E (D - w)) u v‖ ^ 2

variable {H S : Matrix n n ℂ} {E D : ℝ}

/-- If `S` is positive definite and `H - E S` positive semidefinite, then `H - E S + w S`
is invertible for every photon energy `w > 0`. -/
theorem shiftedHamiltonian_isUnit (hS : S.PosDef) (hH : (H - (E : ℂ) • S).PosSemidef)
    {w : ℝ} (hw : 0 < w) : IsUnit (shiftedHamiltonian H S E w) := by
  have hc : (0 : ℂ) < (w : ℂ) := by exact_mod_cast hw
  exact (Matrix.PosDef.posSemidef_add hH (hS.smul hc)).isUnit
```

Q: Now the divergence.

A: Put \(x=R(w)v\), \(t=S^{-1}v\), \(s=S^{-1}u\). Then \(M(w)x=St\), and projecting on \(x\) gives (`hE`)
\[\langle x,(H-ES)x\rangle+w\langle x,Sx\rangle=\langle x,St\rangle ,\]
so \(w\langle x,Sx\rangle\le\mathrm{Re}\langle x,St\rangle\). Positivity of \(S\) on \(t-wx\) (`h2`) then yields
\[0\le\langle t,St\rangle-2w\,\mathrm{Re}\langle x,St\rangle+w^2\langle x,Sx\rangle\le\langle t,St\rangle-w^2\langle x,Sx\rangle .\]
Since \(u=Ss\), the earlier bound (`h4`) gives
\[w|\langle u,R(w)v\rangle|=|\langle s,S(wx)\rangle|\le\langle s,Ss\rangle+\langle t,St\rangle=:C,\]
with \(C\) independent of \(w\). The final `nlinarith` combines these inequalities.

```lean
/-- If `S` is positive definite and `H - E S` positive semidefinite, then
`w |⟨u, R(w) v⟩|` is bounded for `w > 0` by a constant independent of `w`. -/
theorem soft_photon_bound (hS : S.PosDef) (hH : (H - (E : ℂ) • S).PosSemidef)
    {w : ℝ} (hw : 0 < w) (u v : n → ℂ) :
    w * ‖matrixElement (greenMatrix H S E w) u v‖ ≤
      (matrixElement S (S⁻¹ *ᵥ u) (S⁻¹ *ᵥ u)).re
        + (matrixElement S (S⁻¹ *ᵥ v) (S⁻¹ *ᵥ v)).re := by
  have hSu := (Matrix.isUnit_iff_isUnit_det _).1 hS.isUnit
  have hMu := (Matrix.isUnit_iff_isUnit_det _).1 (shiftedHamiltonian_isUnit hS hH hw)
  obtain ⟨s, hs⟩ : ∃ s, s = S⁻¹ *ᵥ u := ⟨_, rfl⟩
  obtain ⟨t, ht⟩ : ∃ t, t = S⁻¹ *ᵥ v := ⟨_, rfl⟩
  obtain ⟨x, hx⟩ : ∃ x, x = greenMatrix H S E w *ᵥ v := ⟨_, rfl⟩
  rw [← hs, ← ht]
  have hSs : S *ᵥ s = u := by
    rw [hs, Matrix.mulVec_mulVec, Matrix.mul_nonsing_inv _ hSu, Matrix.one_mulVec]
  have hSt : S *ᵥ t = v := by
    rw [ht, Matrix.mulVec_mulVec, Matrix.mul_nonsing_inv _ hSu, Matrix.one_mulVec]
  have hMx : shiftedHamiltonian H S E w *ᵥ x = S *ᵥ t := by
    rw [hSt, hx, greenMatrix, Matrix.mulVec_mulVec, Matrix.mul_nonsing_inv _ hMu,
      Matrix.one_mulVec]
  -- project the linear response equation on its solution `x`
  have hE : matrixElement (H - (E : ℂ) • S) x x + (w : ℂ) * matrixElement S x x
      = matrixElement S x t := by
    unfold matrixElement
    rw [← hMx]
    simp only [shiftedHamiltonian, Matrix.add_mulVec, Matrix.smul_mulVec, dotProduct_add,
      dotProduct_smul, smul_eq_mul]
  have h1 := congrArg Complex.re hE
  simp only [Complex.add_re, Complex.re_ofReal_mul] at h1
  have h0 := mul_nonneg hw.le (matrixElement_nonneg hH x)
  -- positivity of the overlap on `t - w x`
  have h2 := matrixElement_nonneg hS.posSemidef (t + ((-w : ℝ) : ℂ) • x)
  have e : matrixElement S (t + ((-w : ℝ) : ℂ) • x) (t + ((-w : ℝ) : ℂ) • x)
      = matrixElement S t t + ((-w : ℝ) : ℂ) * matrixElement S t x
        + ((-w : ℝ) : ℂ) * matrixElement S x t
        + ((-w : ℝ) : ℂ) * (((-w : ℝ) : ℂ) * matrixElement S x x) := by
    simp only [matrixElement, star_add, star_smul, Matrix.mulVec_add, Matrix.mulVec_smul,
      add_dotProduct, dotProduct_add, smul_dotProduct, dotProduct_smul, smul_eq_mul,
      Complex.star_def, Complex.conj_ofReal]
    ring
  have h3 : (matrixElement S t x).re = (matrixElement S x t).re := by
    rw [matrixElement_swap hS.isHermitian x t, Complex.star_def, Complex.conj_re]
  rw [e] at h2
  simp only [Complex.add_re, Complex.re_ofReal_mul] at h2
  rw [h3, ← h1] at h2
  have h4 := norm_matrixElement_le hS.posSemidef s ((w : ℂ) • x)
  have h5 : matrixElement S s ((w : ℂ) • x)
      = (w : ℂ) * matrixElement (greenMatrix H S E w) u v := by
    unfold matrixElement
    rw [← hx, ← hSs, Matrix.star_mulVec, hS.isHermitian.eq, ← Matrix.dotProduct_mulVec,
      Matrix.mulVec_smul, dotProduct_smul, smul_eq_mul]
  have h6 : matrixElement S ((w : ℂ) • x) ((w : ℂ) • x)
      = (w : ℂ) * ((w : ℂ) * matrixElement S x x) := by
    simp only [matrixElement, star_smul, Matrix.mulVec_smul, smul_dotProduct,
      dotProduct_smul, smul_eq_mul, Complex.star_def, Complex.conj_ofReal]
  rw [h5, h6, norm_mul, Complex.norm_real, Real.norm_eq_abs, abs_of_pos hw,
    Complex.re_ofReal_mul, Complex.re_ofReal_mul] at h4
  nlinarith [h0, h2, h4]
```

Q: A bounded function must still be measurable.

A: Cramer's rule writes the matrix element as a continuous function times the inverse of a continuous determinant, which is measurable.

```lean
/-- The resolvent matrix element `⟨u, R(w) v⟩` is a measurable function of `w`. -/
theorem measurable_green (H S : Matrix n n ℂ) (E : ℝ) (u v : n → ℂ) :
    Measurable fun w : ℝ => matrixElement (greenMatrix H S E w) u v := by
  have hc : Continuous fun w : ℝ => shiftedHamiltonian H S E w := by
    unfold shiftedHamiltonian
    exact continuous_const.add (Complex.continuous_ofReal.smul continuous_const)
  -- Cramer's rule
  have e : (fun w : ℝ => matrixElement (greenMatrix H S E w) u v) = fun w : ℝ =>
      (shiftedHamiltonian H S E w).det⁻¹
        * matrixElement (shiftedHamiltonian H S E w).adjugate u v := by
    funext w
    simp only [matrixElement, greenMatrix, Matrix.inv_def, Ring.inverse_eq_inv',
      Matrix.smul_mulVec, dotProduct_smul, smul_eq_mul]
  have ha : Continuous fun w : ℝ =>
      matrixElement (shiftedHamiltonian H S E w).adjugate u v := by
    simp only [matrixElement, dotProduct, Matrix.mulVec]
    exact continuous_finsetSum _ fun i _ => continuous_const.mul
      (continuous_finsetSum _ fun j _ =>
        (hc.matrix_adjugate.matrix_elem i j).mul continuous_const)
  rw [e]
  exact hc.matrix_det.measurable.inv.mul ha.measurable
```

Q: How does the integral follow?

A: Applying the bound at \(w\) and at \(D-w\) gives `hk`,
\[w(D-w)|A(w)|\le(D-w)C+wC=DC .\]
Hence \(P=w(D-w)\,[w(D-w)|A|]^2\le D^2(DC)^2\), and \(P\) is integrable on the finite interval. Exchanging \(w\) and \(D-w\) only swaps the resolvents and the energy factors, so \(P\) is symmetric. Substituting \(w\to D-w\) gives
\[\int_{D/2}^{D}P(w)\,dw=\int_0^{D/2}P(D-w)\,dw=\int_0^{D/2}P(w)\,dw .\]
The four parts of the theorem are the four claims I began with. For this finite-basis model, a total rate can therefore be computed from half the spectrum.

```lean
/-- For `S` positive definite, `H - E S` positive semidefinite and `D > 0`, the matrices
`H - E S + w S` and `H - E S + (D - w) S` are invertible for `0 < w < D`, and the two-photon
spectrum is symmetric about `D / 2` and integrable on `(0, D)`, with integral twice that over
`(0, D / 2)`. -/
theorem two_photon_spectrum (hS : S.PosDef) (hH : (H - (E : ℂ) • S).PosSemidef)
    (hD : 0 < D) (u v : n → ℂ) :
    (∀ w ∈ Ioo 0 D, IsUnit (shiftedHamiltonian H S E w) ∧
      IsUnit (shiftedHamiltonian H S E (D - w))) ∧
    (∀ w, twoPhotonSpectrum H S E D u v (D - w) = twoPhotonSpectrum H S E D u v w) ∧
    IntegrableOn (twoPhotonSpectrum H S E D u v) (Ioo 0 D) ∧
    ∫ w in (0 : ℝ)..D, twoPhotonSpectrum H S E D u v w
      = 2 * ∫ w in (0 : ℝ)..(D / 2), twoPhotonSpectrum H S E D u v w := by
  have hsym : ∀ w, twoPhotonSpectrum H S E D u v (D - w)
      = twoPhotonSpectrum H S E D u v w := by
    intro w
    simp only [twoPhotonSpectrum, sub_sub_cancel]
    rw [add_comm (greenMatrix H S E (D - w)) (greenMatrix H S E w)]
    ring
  have hform : twoPhotonSpectrum H S E D u v = fun w => w ^ 3 * (D - w) ^ 3 *
      ‖matrixElement (greenMatrix H S E w) u v
        + matrixElement (greenMatrix H S E (D - w)) u v‖ ^ 2 := by
    funext w
    simp only [twoPhotonSpectrum, matrixElement, Matrix.add_mulVec, dotProduct_add]
  have hint : IntegrableOn (twoPhotonSpectrum H S E D u v) (Ioo 0 D) := by
    have hm := measurable_green H S E u v
    have hm' : Measurable fun w : ℝ => matrixElement (greenMatrix H S E (D - w)) u v :=
      hm.comp (measurable_const.sub measurable_id)
    obtain ⟨C, hC⟩ : ∃ C : ℝ, ∀ w : ℝ, 0 < w →
        w * ‖matrixElement (greenMatrix H S E w) u v‖ ≤ C :=
      ⟨_, fun w hw => soft_photon_bound hS hH hw u v⟩
    rw [hform]
    refine Measure.integrableOn_of_bounded (M := D * D * (D * C) ^ 2)
      measure_Ioo_lt_top.ne ?_ ?_
    · exact (((measurable_id.pow_const 3).mul
        ((measurable_const.sub measurable_id).pow_const 3)).mul
        ((hm.add hm').norm.pow_const 2)).aestronglyMeasurable
    · refine ae_restrict_of_forall_mem measurableSet_Ioo fun w hw => ?_
      have hw0 : 0 < w := hw.1
      have hp : 0 < D - w := sub_pos.2 hw.2
      have ha := mul_le_mul_of_nonneg_left (hC w hw0) hp.le
      have hb := mul_le_mul_of_nonneg_left (hC (D - w) hp) hw0.le
      have hg := mul_le_mul_of_nonneg_left
        (norm_add_le (matrixElement (greenMatrix H S E w) u v)
          (matrixElement (greenMatrix H S E (D - w)) u v)) (mul_pos hw0 hp).le
      -- the energy factors absorb both endpoint poles
      have hk : w * (D - w) * ‖matrixElement (greenMatrix H S E w) u v
          + matrixElement (greenMatrix H S E (D - w)) u v‖ ≤ D * C := by
        linarith
      have h1 : w * (D - w) ≤ D * D :=
        mul_le_mul hw.2.le (by linarith) hp.le hD.le
      have h2 := pow_le_pow_left₀
        (mul_nonneg (mul_pos hw0 hp).le (norm_nonneg _)) hk 2
      have h3 := mul_le_mul h1 h2 (sq_nonneg _) (mul_self_nonneg D)
      rw [Real.norm_eq_abs, abs_of_nonneg (mul_nonneg
        (mul_nonneg (pow_pos hw0 3).le (pow_pos hp 3).le) (sq_nonneg _))]
      linarith
  refine ⟨fun w hw => ⟨shiftedHamiltonian_isUnit hS hH hw.1,
    shiftedHamiltonian_isUnit hS hH (sub_pos.2 hw.2)⟩, hsym, hint, ?_⟩
  have hi : IntervalIntegrable (twoPhotonSpectrum H S E D u v) volume 0 D :=
    (intervalIntegrable_iff_integrableOn_Ioo_of_le hD.le).2 hint
  have hl : IntervalIntegrable (twoPhotonSpectrum H S E D u v) volume 0 (D / 2) := by
    apply hi.mono_set
    rw [uIcc_of_le (by linarith), uIcc_of_le hD.le]
    exact Icc_subset_Icc le_rfl (by linarith)
  have hr : IntervalIntegrable (twoPhotonSpectrum H S E D u v) volume (D / 2) D :=
    hl.symm.trans hi
  -- reflect the upper half of the spectrum onto the lower half
  have h := intervalIntegral.integral_comp_sub_left (a := 0) (b := D / 2)
    (twoPhotonSpectrum H S E D u v) D
  simp only [hsym] at h
  rw [sub_zero, show D - D / 2 = D / 2 by ring] at h
  rw [← intervalIntegral.integral_add_adjacent_intervals hl hr, ← h]
  ring
```

Q: Show me a case where the resolvents really do diverge.

A: Take \(H=ES\), with every intermediate level at \(E\). Then \(R(w)=S^{-1}/w\), and since \(1/w+1/(D-w)=D/[w(D-w)]\),
\[P(w)=D^2w(D-w)\,|\langle u,S^{-1}v\rangle|^2 ,\]
which vanishes at both ends. For a single basis function with \(S=1\), the integral over \((0,D)\) is \(D^5|u|^2|v|^2/6\).

```lean
/-- If `H = E S` with `S` positive definite, the spectrum for `0 < w < D` is
`D² w (D - w) |⟨u, S⁻¹ v⟩|²`. -/
theorem spectrum_of_degenerate_levels (hS : S.PosDef) (u v : n → ℂ) {w : ℝ}
    (hw : w ∈ Ioo 0 D) :
    twoPhotonSpectrum ((E : ℂ) • S) S E D u v w
      = D ^ 2 * (w * (D - w)) * ‖matrixElement S⁻¹ u v‖ ^ 2 := by
  have hSu := (Matrix.isUnit_iff_isUnit_det _).1 hS.isUnit
  have hG : ∀ a : ℝ, a ≠ 0 →
      greenMatrix ((E : ℂ) • S) S E a = ((a⁻¹ : ℝ) : ℂ) • S⁻¹ := by
    intro a ha
    apply Matrix.inv_eq_right_inv
    rw [shiftedHamiltonian, sub_self, zero_add, Matrix.smul_mul, Matrix.mul_smul,
      Matrix.mul_nonsing_inv _ hSu, smul_smul, ← Complex.ofReal_mul, mul_inv_cancel₀ ha,
      Complex.ofReal_one, one_smul]
  have h0 : w ≠ 0 := hw.1.ne'
  have h1 : D - w ≠ 0 := (sub_pos.2 hw.2).ne'
  have hk : w * (D - w) * (w⁻¹ + (D - w)⁻¹) = D := by
    linear_combination (D - w) * mul_inv_cancel₀ h0 + w * mul_inv_cancel₀ h1
  rw [twoPhotonSpectrum, hG w h0, hG (D - w) h1, ← add_smul, ← Complex.ofReal_add]
  generalize w⁻¹ + (D - w)⁻¹ = k at hk ⊢
  have e : matrixElement ((k : ℂ) • S⁻¹) u v = (k : ℂ) * matrixElement S⁻¹ u v := by
    simp only [matrixElement, Matrix.smul_mulVec, dotProduct_smul, smul_eq_mul]
  rw [e, norm_mul, Complex.norm_real, Real.norm_eq_abs, mul_pow, sq_abs]
  linear_combination (w * (D - w)) * ‖matrixElement S⁻¹ u v‖ ^ 2
    * (w * (D - w) * k + D) * hk

end

end TwoPhotonSpectrum
```

```lean
#print axioms TwoPhotonSpectrum.two_photon_spectrum
#print axioms TwoPhotonSpectrum.spectrum_of_degenerate_levels
```

```
'TwoPhotonSpectrum.two_photon_spectrum' depends on axioms: [propext, Classical.choice, Quot.sound]
'TwoPhotonSpectrum.spectrum_of_degenerate_levels' depends on axioms: [propext, Classical.choice, Quot.sound]
```

Q: Both photons use the same dipole component. What if their polarisations differ?

A: One would model that with \(\langle u_2,R(w)v_1\rangle+\langle u_1,R(D-w)v_2\rangle\), the subscripts labelling the photons, with photon 1 of energy \(w\) and photon 2 of energy \(D-w\). The same estimate should bound it, but reflection would also have to exchange the labels, so at fixed, different polarisations the spectrum need not be symmetric. The theorem here treats one component and a finite basis, with no continuum limit.
